# Multiplying a continuous radial pair density by a non-negative, strictly increasing function of $r_{12}$ makes the mean of $\mathbf r_1\cdot\mathbf r_2$ negative

Suppose a program for two-electron atoms reports a positive mean of $\mathbf r_1\cdot\mathbf r_2$ for a radial density multiplied by an increasing function of the interelectronic distance $r_{12}$. Without a rule for the sign, an unusual radial weight could be blamed for what is really an error in the angular integration. For trial densities of this factorised form, the rule gives a simple test of a Hylleraas code.

## Radial weight, correlation factor and mean

The nucleus is fixed at the origin, and each electron has a position in three-dimensional space, called `Space`.

```lean
import Mathlib

open MeasureTheory

namespace HylleraasAngularCorrelation

noncomputable section

/-- The position space of one electron, with the nucleus at the origin. -/
abbrev Space := EuclideanSpace ℝ (Fin 3)
```

For radii $a,b$ and cosine $x\in[-1,1]$ of the angle between the position vectors, define
$$s(a,b,x)=\sqrt{a^2+b^2-2abx}.$$

```lean
/-- The interelectronic distance for radii `a`, `b` and cosine `x` of the angle between
the position vectors, for `x` in `[-1, 1]`. -/
def separation (a b x : ℝ) : ℝ := Real.sqrt (a ^ 2 + b ^ 2 - 2 * a * b * x)
```

The pair density is $\rho(\mathbf r_1,\mathbf r_2)=w(|\mathbf r_1|,|\mathbf r_2|)\,g(|\mathbf r_1-\mathbf r_2|)$. The radial weight $w$ may be a product of two one-electron densities, but need not be. In Lean the pair is `p`, with $\mathbf r_1$ = `p.1` and $\mathbf r_2$ = `p.2`.

```lean
/-- A radial weight `w` of the two electrons multiplied by a function `g` of their distance. -/
def pairDensity (w : ℝ → ℝ → ℝ) (g : ℝ → ℝ) (p : Space × Space) : ℝ :=
  w ‖p.1‖ ‖p.2‖ * g ‖p.1 - p.2‖
```

Here $g$ multiplies the density, not the wave function. For $\psi=e^{-\zeta(r_1+r_2)}(1+c\,r_{12})$ with $\zeta,c>0$, the right choice is $g(r)=(1+cr)^2$. Checking only that the factor in $\psi$ increases can mislead: $r-1$ increases, but its square decreases on $[0,1]$. A general Hylleraas expansion, with coefficients of $r_{12}$ that depend on the radii, need not factorise into $w$ and $g$ at all.

The density need not be normalised, so the mean is a ratio of two integrals.

```lean
/-- The integral of `r1 · r2` times `ρ`, divided by the integral of `ρ`. For a pair density `ρ` this
is the mean of `r1 · r2` if both integrands are integrable and the total integral is nonzero. -/
def meanDot (ρ : Space × Space → ℝ) : ℝ :=
  (∫ p, inner ℝ p.1 p.2 * ρ p) / ∫ p, ρ p
```

## (a) Distance from radii and angle

Show that for position vectors $\mathbf p,\mathbf q$ at angle $\theta$,
$$|\mathbf p-\mathbf q|=s(|\mathbf p|,|\mathbf q|,\cos\theta).$$

**Solution.** Expand the square and insert $\mathbf p\cdot\mathbf q=|\mathbf p||\mathbf q|\cos\theta$:
$$|\mathbf p-\mathbf q|^2=|\mathbf p|^2+|\mathbf q|^2-2|\mathbf p||\mathbf q|\cos\theta.$$
The distance is non-negative, so taking the root gives the claim. If an electron sits at the nucleus, the last term is zero whatever angle is assigned.

In Lean, `h2` is the expanded square and `h` the cosine formula; `linear_combination` joins them under the root.

```lean
/-- Law of cosines: the distance of two electrons is the separation at their radii and
the cosine of the angle between them. -/
theorem norm_sub_eq_separation (p q : Space) :
    ‖p - q‖ = separation ‖p‖ ‖q‖ (Real.cos (InnerProductGeometry.angle p q)) := by
  have h := InnerProductGeometry.cos_angle_mul_norm_mul_norm p q
  have h2 := norm_sub_sq_real p q
  unfold separation
  rw [← Real.sqrt_sq (norm_nonneg (p - q))]
  congr 1
  linear_combination h2 + 2 * h
```

## (b) Dependence of the distance on the cosine

Show that for $a,b>0$ and $-1\le x<y\le1$,
$$s(a,b,y)<s(a,b,x).$$

**Solution.** The radicand at $x$ exceeds the one at $y$ by $2ab(y-x)>0$. The smaller radicand is $(a-b)^2+2ab(1-y)\ge0$, so the square root preserves the strict inequality.

`StrictAntiOn` on `Set.Icc (-1) 1` states this for all such pairs. The two `nlinarith` calls prove that the smaller radicand is non-negative and that the radicands are strictly ordered.

```lean
/-- At fixed positive radii the interelectronic distance decreases strictly as the cosine
of the angle grows from `-1` to `1`. -/
theorem separation_strictAntiOn {a b : ℝ} (ha : 0 < a) (hb : 0 < b) :
    StrictAntiOn (separation a b) (Set.Icc (-1) 1) := by
  intro x _ y hy hxy
  have hab := mul_pos ha hb
  apply Real.sqrt_lt_sqrt
  · nlinarith [sq_nonneg (a - b), mul_nonneg hab.le (sub_nonneg.2 hy.2)]
  · nlinarith [mul_pos hab (sub_pos.2 hxy)]
```

## (c) Sign of the first angular moment

Let $a,b>0$ and let $g$ be strictly increasing on $[0,\infty)$. Show that
$$\int_{-1}^{1}x\,g(s(a,b,x))\,dx<0.$$

**Solution.** Put $k(x)=g(s(a,b,x))$, which is strictly decreasing by (b). Since $\int_{-1}^1x\,dx=0$,
$$-\int_{-1}^{1}x\,k(x)\,dx=\int_{-1}^{1}x\,[k(0)-k(x)]\,dx.$$
For $x<0$ both factors on the right are negative; for $x>0$ both are positive. The right side is therefore positive. Without the subtraction, the integrand $x\,k(x)$ generally changes sign, so a pointwise argument would fail.

Continuity of $g$ is not assumed, because a monotone function on a closed bounded interval is integrable. In the limiting case $a=0$ the distance is $b$ at every angle and the moment is zero.

The code names the positive half-interval integrals `hleft` and `hright`, and the subtraction identity `htot`.

```lean
/-- At fixed positive radii, a strictly increasing function of the interelectronic distance
has a strictly negative first angular moment. -/
theorem angular_moment_neg {a b : ℝ} (ha : 0 < a) (hb : 0 < b) {g : ℝ → ℝ}
    (hg : StrictMonoOn g (Set.Ici 0)) :
    ∫ x in (-1 : ℝ)..1, x * g (separation a b x) < 0 := by
  have hanti : StrictAntiOn (fun x => g (separation a b x)) (Set.Icc (-1) 1) :=
    fun x hx y hy hxy => hg (Real.sqrt_nonneg _) (Real.sqrt_nonneg _)
      (separation_strictAntiOn ha hb hx hy hxy)
  have m1 : (-1 : ℝ) ∈ Set.Icc (-1 : ℝ) 1 := by norm_num
  have m0 : (0 : ℝ) ∈ Set.Icc (-1 : ℝ) 1 := by norm_num
  have m2 : (1 : ℝ) ∈ Set.Icc (-1 : ℝ) 1 := by norm_num
  have hk : ∀ c d : ℝ, c ∈ Set.Icc (-1 : ℝ) 1 → d ∈ Set.Icc (-1 : ℝ) 1 →
      IntervalIntegrable (fun x => g (separation a b x)) volume c d := fun c d hc hd =>
    AntitoneOn.intervalIntegrable (hanti.antitoneOn.mono (Set.uIcc_subset_Icc hc hd))
  have h : ∀ c d : ℝ, c ∈ Set.Icc (-1 : ℝ) 1 → d ∈ Set.Icc (-1 : ℝ) 1 →
      IntervalIntegrable (fun x => x * (g (separation a b 0) - g (separation a b x)))
        volume c d := fun c d hc hd =>
    (intervalIntegrable_const.sub (hk c d hc hd)).continuousOn_mul continuousOn_id
  -- relative to the value at a right angle, both half intervals contribute with one sign
  have hleft := intervalIntegral.intervalIntegral_pos_of_pos_on (h (-1) 0 m1 m0)
    (fun x hx => mul_pos_of_neg_of_neg hx.2
      (sub_neg.2 (hanti ⟨hx.1.le, by linarith [hx.2]⟩ m0 hx.2))) (by norm_num)
  have hright := intervalIntegral.intervalIntegral_pos_of_pos_on (h 0 1 m0 m2)
    (fun x hx => mul_pos hx.1
      (sub_pos.2 (hanti m0 ⟨by linarith [hx.1], hx.2.le⟩ hx.1))) (by norm_num)
  have hsum := intervalIntegral.integral_add_adjacent_intervals (h (-1) 0 m1 m0) (h 0 1 m0 m2)
  -- the subtracted constant has no first angular moment
  have htot : ∫ x in (-1 : ℝ)..1, x * (g (separation a b 0) - g (separation a b x))
      = - ∫ x in (-1 : ℝ)..1, x * g (separation a b x) := by
    have i1 : IntervalIntegrable (fun x : ℝ => x * g (separation a b 0)) volume (-1) 1 :=
      (continuous_id.mul continuous_const).intervalIntegrable _ _
    have i2 : IntervalIntegrable (fun x : ℝ => x * g (separation a b x)) volume (-1) 1 :=
      (hk (-1) 1 m1 m2).continuousOn_mul continuousOn_id
    simp only [mul_sub]
    rw [intervalIntegral.integral_sub i1 i2,
      intervalIntegral.integral_mul_const, integral_id]
    norm_num
  linarith
```

## (d) Moment of the squared distance

Evaluate the moment for $g(r)=r^2$ and show that, for all real $a,b$,
$$\int_{-1}^{1}x\,s(a,b,x)^2\,dx=-\tfrac43ab.$$

**Solution.** The radicand equals $(a-bx)^2+b^2(1-x^2)\ge0$, so squaring removes the root:
$$\int_{-1}^{1}\left[(a^2+b^2)x-2abx^2\right]dx=0-2ab\cdot\tfrac23=-\tfrac43ab.$$
For positive radii this agrees with (c). The function $r^2$ increases on $[0,\infty)$ but not on the whole line, which is why (c) uses `StrictMonoOn g (Set.Ici 0)`.

`hcongr` replaces the squared root by the polynomial, which is then integrated term by term.

```lean
/-- For the squared interelectronic distance the first angular moment is `-4ab/3`. -/
theorem angular_moment_sq (a b : ℝ) :
    ∫ x in (-1 : ℝ)..1, x * separation a b x ^ 2 = -(4 / 3) * (a * b) := by
  have hcongr : ∫ x in (-1 : ℝ)..1, x * separation a b x ^ 2
      = ∫ x in (-1 : ℝ)..1, ((a ^ 2 + b ^ 2) * x - 2 * a * b * x ^ 2) := by
    apply intervalIntegral.integral_congr
    intro x hx
    rw [Set.uIcc_of_le (by norm_num)] at hx
    have hx2 : 0 ≤ 1 - x ^ 2 := by nlinarith [hx.1, hx.2]
    have hr : 0 ≤ a ^ 2 + b ^ 2 - 2 * a * b * x := by
      nlinarith [sq_nonneg (a - b * x), mul_nonneg (sq_nonneg b) hx2]
    simp only [separation]
    rw [Real.sq_sqrt hr]
    ring
  rw [hcongr, intervalIntegral.integral_sub
    (Continuous.intervalIntegrable (by fun_prop) _ _)
    (Continuous.intervalIntegrable (by fun_prop) _ _),
    intervalIntegral.integral_const_mul, intervalIntegral.integral_const_mul,
    integral_id, integral_pow]
  norm_num
  ring
```

## (e) Reflecting one electron through the nucleus

Let $g$ be strictly increasing on $[0,\infty)$ and $\mathbf p\cdot\mathbf q\ne0$. Show that
$$(\mathbf p\cdot\mathbf q)\,\bigl[g(|\mathbf p-\mathbf q|)-g(|\mathbf p+\mathbf q|)\bigr]<0.$$

**Solution.** Subtracting the two expanded squares gives
$$|\mathbf p-\mathbf q|^2-|\mathbf p+\mathbf q|^2=-4\,\mathbf p\cdot\mathbf q.$$
If $\mathbf p\cdot\mathbf q>0$, then $|\mathbf p-\mathbf q|<|\mathbf p+\mathbf q|$ and the bracket is negative. If $\mathbf p\cdot\mathbf q<0$, both signs reverse. The product is negative either way.

The `rcases` step separates these two signs, and `lt_of_pow_lt_pow_left₀` passes from squared lengths to lengths.

```lean
/-- If `r1 · r2` is nonzero, then its product with the change of a strictly increasing `g`
from distance `|r1 + r2|` to distance `|r1 - r2|` is negative. -/
theorem reflected_pair_neg {g : ℝ → ℝ} (hg : StrictMonoOn g (Set.Ici 0)) {p q : Space}
    (h : inner ℝ p q ≠ 0) :
    inner ℝ p q * (g ‖p - q‖ - g ‖p + q‖) < 0 := by
  have hs := norm_sub_sq_real p q
  have ha := norm_add_sq_real p q
  rcases lt_or_gt_of_ne h with hneg | hpos
  · have hlt : ‖p + q‖ < ‖p - q‖ :=
      lt_of_pow_lt_pow_left₀ 2 (norm_nonneg _) (by linarith)
    exact mul_neg_of_neg_of_pos hneg (sub_pos.2 (hg (norm_nonneg _) (norm_nonneg _) hlt))
  · have hlt : ‖p - q‖ < ‖p + q‖ :=
      lt_of_pow_lt_pow_left₀ 2 (norm_nonneg _) (by linarith)
    exact mul_neg_of_pos_of_neg hpos (sub_neg.2 (hg (norm_nonneg _) (norm_nonneg _) hlt))
```

## (f) Integral over both electrons

Let $w$ be continuous, non-negative for non-negative radii, and nonzero at some pair $a,b>0$. Let $g$ be strictly increasing on $[0,\infty)$, and assume that the integrand below is integrable. Show that
$$I=\iint(\mathbf r_1\cdot\mathbf r_2)\,\rho(\mathbf r_1,\mathbf r_2)\,d^3r_1\,d^3r_2<0.$$

**Solution.** Call the integrand $F(\mathbf r_1,\mathbf r_2)$. The reflection $\mathbf r_2\to-\mathbf r_2$ preserves volume and both radii, so $F(\mathbf r_1,-\mathbf r_2)$ also integrates to $I$. Adding the two integrands gives
$$2I=\iint w\,(\mathbf r_1\cdot\mathbf r_2)\bigl[g(|\mathbf r_1-\mathbf r_2|)-g(|\mathbf r_1+\mathbf r_2|)\bigr]d^3r_1\,d^3r_2,$$
where $w$ is taken at $(|\mathbf r_1|,|\mathbf r_2|)$. By (e) the integrand is never positive, and it is strictly negative where $w\ne0$ and $\mathbf r_1\cdot\mathbf r_2\ne0$. By continuity this region is open. It contains $(a\mathbf e,b\mathbf e)$ for any unit vector $\mathbf e$, so it has positive volume and $I<0$.

Integrability, the hypothesis `hint`, stands for a sufficiently fast decay of the density at large radii. It holds for the exponential example above.

In the code, `S` is the reflection, `hS` its preservation of volume and `hG` the formula for the summed integrands with the sign reversed. `U` is the open region, and `hpos` the resulting strict inequality.

```lean
/-- Let a continuous radial weight be non-negative, and nonzero at some pair of positive radii.
Multiplied by a strictly increasing function of the interelectronic distance, it gives `r1 · r2`
a strictly negative integral, provided that the integrand is integrable. -/
theorem integral_dot_neg {w : ℝ → ℝ → ℝ} {g : ℝ → ℝ}
    (hw : Continuous (fun r : ℝ × ℝ => w r.1 r.2))
    (hw0 : ∀ r s, 0 ≤ r → 0 ≤ s → 0 ≤ w r s)
    {a b : ℝ} (ha : 0 < a) (hb : 0 < b) (hab : w a b ≠ 0)
    (hg : StrictMonoOn g (Set.Ici 0))
    (hint : Integrable (fun p : Space × Space => inner ℝ p.1 p.2 * pairDensity w g p)) :
    ∫ p : Space × Space, inner ℝ p.1 p.2 * pairDensity w g p < 0 := by
  let F : Space × Space → ℝ := fun p => inner ℝ p.1 p.2 * pairDensity w g p
  -- reflect the second electron through the nucleus
  let S : Space × Space → Space × Space := fun p => (p.1, -p.2)
  have hS : MeasurePreserving S volume volume :=
    (MeasurePreserving.id volume).prod
      (LinearIsometryEquiv.neg ℝ (E := Space)).measurePreserving
  have hemb : MeasurableEmbedding S :=
    ((Homeomorph.refl Space).prodCongr (Homeomorph.neg Space)).measurableEmbedding
  have hF : Integrable F := hint
  have hFS : Integrable (fun p => F (S p)) := (hS.integrable_comp_emb hemb).2 hF
  have hI : ∫ p, F (S p) = ∫ p, F p := hS.integral_comp hemb F
  have hG : ∀ p, -(F p + F (S p)) = w ‖p.1‖ ‖p.2‖ *
      -(inner ℝ p.1 p.2 * (g ‖p.1 - p.2‖ - g ‖p.1 + p.2‖)) := by
    intro p
    simp only [F, S, pairDensity, inner_neg_right, norm_neg, sub_neg_eq_add]
    ring
  have hnonneg : 0 ≤ fun p => -(F p + F (S p)) := by
    intro p
    change 0 ≤ -(F p + F (S p))
    rw [hG]
    apply mul_nonneg (hw0 _ _ (norm_nonneg _) (norm_nonneg _))
    by_cases h : inner ℝ p.1 p.2 = 0
    · simp [h]
    · linarith [reflected_pair_neg hg h]
  -- the symmetrised integrand is nonzero on a nonempty open set
  let U : Set (Space × Space) := {p | w ‖p.1‖ ‖p.2‖ ≠ 0} ∩ {p | inner ℝ p.1 p.2 ≠ 0}
  have hU : IsOpen U := by
    apply IsOpen.inter
    · exact isOpen_ne_fun (hw.comp
        (by fun_prop : Continuous fun p : Space × Space => (‖p.1‖, ‖p.2‖))) continuous_const
    · exact isOpen_ne_fun (continuous_fst.inner continuous_snd) continuous_const
  have hne : U.Nonempty := by
    obtain ⟨e, he⟩ : ∃ e : Space, ‖e‖ = 1 := ⟨EuclideanSpace.single 0 1, by simp⟩
    refine ⟨(a • e, b • e), ?_, ?_⟩
    · simpa [norm_smul, he, abs_of_pos ha, abs_of_pos hb] using hab
    · simp [real_inner_smul_left, real_inner_smul_right, he, ha.ne', hb.ne']
  have hsub : U ⊆ Function.support (fun p => -(F p + F (S p))) := by
    intro p hp
    rw [Function.mem_support, hG]
    exact mul_ne_zero hp.1 (neg_ne_zero.2 (reflected_pair_neg hg hp.2).ne)
  have hpos : 0 < ∫ p, -(F p + F (S p)) :=
    (integral_pos_iff_support_of_nonneg hnonneg (hF.add hFS).neg).2
      ((hU.measure_pos volume hne).trans_le (measure_mono hsub))
  rw [integral_neg, integral_add hF hFS, hI] at hpos
  change ∫ p, F p < 0
  linarith
```

## (g) Sign of the normalised mean

Keep the assumptions of (f), and add that $g(0)\ge0$ and that $\rho$ is integrable. With $N=\iint\rho\,d^3r_1\,d^3r_2$, show that
$$\langle\mathbf r_1\cdot\mathbf r_2\rangle=\frac{I}{N}<0.$$

**Solution.** Since $g$ increases from $g(0)\ge0$, the density is non-negative and $N\ge0$. If $N$ were zero, $\rho$ would vanish almost everywhere and $I$ would be zero, contradicting (f). Hence $N>0$, and the ratio has the sign of $I$.

Some control on the sign of $N$ is needed: $g(r)=-e^{-r}$ is strictly increasing, but with an exponentially decaying $w$ it makes both integrals negative and their ratio positive.

A negative mean says that the electrons favour opposite sides of the nucleus in this weighted average, not that every likely configuration has them there.

`hnum` is part (f), `hne` excludes $N=0$, and `div_neg_of_neg_of_pos` gives the sign of the quotient.

```lean
/-- Let a continuous non-negative radial weight, nonzero at some pair of positive radii, be
multiplied by a strictly increasing function of the interelectronic distance that is non-negative
at zero. If the density and its product with `r1 · r2` are integrable, the mean of `r1 · r2`
is strictly negative. -/
theorem meanDot_neg {w : ℝ → ℝ → ℝ} {g : ℝ → ℝ}
    (hw : Continuous (fun r : ℝ × ℝ => w r.1 r.2))
    (hw0 : ∀ r s, 0 ≤ r → 0 ≤ s → 0 ≤ w r s)
    {a b : ℝ} (ha : 0 < a) (hb : 0 < b) (hab : w a b ≠ 0)
    (hg : StrictMonoOn g (Set.Ici 0)) (hg0 : 0 ≤ g 0)
    (hρ : Integrable (pairDensity w g))
    (hint : Integrable (fun p : Space × Space => inner ℝ p.1 p.2 * pairDensity w g p)) :
    meanDot (pairDensity w g) < 0 := by
  have hnum := integral_dot_neg hw hw0 ha hb hab hg hint
  have hnonneg : 0 ≤ pairDensity w g := fun p =>
    mul_nonneg (hw0 _ _ (norm_nonneg _) (norm_nonneg _))
      (hg0.trans (hg.monotoneOn (Set.mem_Ici.2 le_rfl) (norm_nonneg _) (norm_nonneg _)))
  -- a vanishing total would make the numerator vanish as well
  have hne : ∫ p, pairDensity w g p ≠ 0 := by
    intro h0
    have hae := (integral_eq_zero_iff_of_nonneg hnonneg hρ).1 h0
    apply hnum.ne
    apply integral_eq_zero_of_ae
    filter_upwards [hae] with p hp
    simp [hp]
  exact div_neg_of_neg_of_pos hnum (lt_of_le_of_ne (integral_nonneg hnonneg) hne.symm)

end

end HylleraasAngularCorrelation
```

```lean
#print axioms HylleraasAngularCorrelation.norm_sub_eq_separation
#print axioms HylleraasAngularCorrelation.angular_moment_neg
#print axioms HylleraasAngularCorrelation.angular_moment_sq
#print axioms HylleraasAngularCorrelation.meanDot_neg
```

```
'HylleraasAngularCorrelation.norm_sub_eq_separation' depends on axioms: [propext, Classical.choice, Quot.sound]
'HylleraasAngularCorrelation.angular_moment_neg' depends on axioms: [propext, Classical.choice, Quot.sound]
'HylleraasAngularCorrelation.angular_moment_sq' depends on axioms: [propext, Classical.choice, Quot.sound]
'HylleraasAngularCorrelation.meanDot_neg' depends on axioms: [propext, Classical.choice, Quot.sound]
```
